# Stationary energy of occupied eigenorbitals under rotation into virtual ones, for non-interacting electrons

For non-interacting electrons in finitely many real orbitals, take a one-particle Hamiltonian H that is diagonal, with some of its orbitals occupied and the rest virtual. A real block X defines an antisymmetric generator K that mixes the two sets, and the energy along the rotation is tr(P exp(−tK) H exp(tK)), where P projects on the occupied orbitals. The theorem `energy_stationary` says that this energy has derivative zero at t = 0 for every X, whatever the order of the levels. The proof takes the derivative from `hasDerivAt_rotated`, rewrites the commutator HK − KH as a matrix with only occupied-virtual and virtual-occupied blocks, and leaves `simp` to show that its product with P has trace zero.

This version doesn't compile in Lean 4 with Mathlib:

```lean
import Mathlib

open Matrix

namespace EnergyStationary

noncomputable section

attribute [local instance] Matrix.linftyOpNormedRing Matrix.linftyOpNormedAlgebra

variable {o v : Type*} [Fintype o] [DecidableEq o] [Fintype v] [DecidableEq v]

/-- The one-particle Hamiltonian, diagonal with occupied levels `eo` and virtual levels `ev`. -/
def hamiltonian (eo : o → ℝ) (ev : v → ℝ) : Matrix (o ⊕ v) (o ⊕ v) ℝ :=
  diagonal (Sum.elim eo ev)

/-- The projector on the occupied orbitals. -/
def occProj (o v : Type*) [DecidableEq o] : Matrix (o ⊕ v) (o ⊕ v) ℝ :=
  fromBlocks 1 0 0 0

/-- The antisymmetric generator of orbital rotations with virtual-occupied block `X`. -/
def generator (X : Matrix v o ℝ) : Matrix (o ⊕ v) (o ⊕ v) ℝ :=
  fromBlocks 0 (-Xᵀ) X 0

/-- The energy `tr (P exp(-tK) H exp(tK))` along the orbital rotation generated by `X`. -/
def energy (eo : o → ℝ) (ev : v → ℝ) (X : Matrix v o ℝ) (t : ℝ) : ℝ :=
  trace (occProj o v * (NormedSpace.exp (-(t • generator X)) * hamiltonian eo ev *
    NormedSpace.exp (t • generator X)))

/-- The block `X` with each entry multiplied by its level difference `e_a - e_i`. -/
def gapScaled (eo : o → ℝ) (ev : v → ℝ) (X : Matrix v o ℝ) : Matrix v o ℝ :=
  Matrix.of fun a i => (ev a - eo i) * X a i

/-- For real square matrices `P`, `A` and `K`, differentiating `tr (P exp(-tK) A exp(tK))` with
respect to `t` replaces `A` by the commutator `AK - KA`. -/
theorem hasDerivAt_rotated {n : Type*} [Fintype n] [DecidableEq n]
    (P A K : Matrix n n ℝ) (t : ℝ) :
    HasDerivAt (fun s : ℝ => trace (P * (NormedSpace.exp (-(s • K)) * A *
        NormedSpace.exp (s • K))))
      (trace (P * (NormedSpace.exp (-(t • K)) * (A * K - K * A) *
        NormedSpace.exp (t • K)))) t := by
  have h1 := hasDerivAt_exp_smul_const' (𝕂 := ℝ) K t
  have h2 := hasDerivAt_exp_smul_const (𝕂 := ℝ) (-K) t
  simp only [smul_neg] at h2
  -- product rule for the rotated operator, then the continuous linear map `M ↦ tr (P M)`
  have h3 := (h2.mul_const A).fun_mul h1
  let L : Matrix n n ℝ →ₗ[ℝ] ℝ :=
    (Matrix.traceLinearMap n ℝ ℝ).comp (LinearMap.mulLeft ℝ P)
  have h4 := (LinearMap.toContinuousLinearMap L).hasFDerivAt.comp_hasDerivAt t h3
  refine HasDerivAt.congr_deriv h4 ?_
  change trace (P * _) = trace (P * _)
  congr 2
  simp only [mul_sub, sub_mul, mul_neg, neg_mul, mul_assoc]
  exact neg_add_eq_sub _ _

/-- The commutator of the Hamiltonian with the generator has only virtual-occupied blocks,
with entries `(e_a - e_i) X_ai`. -/
theorem commutator_eq (eo : o → ℝ) (ev : v → ℝ) (X : Matrix v o ℝ) :
    hamiltonian eo ev * generator X - generator X * hamiltonian eo ev =
      fromBlocks 0 (gapScaled eo ev X)ᵀ (gapScaled eo ev X) 0 := by
  ext p q
  rw [Matrix.sub_apply, hamiltonian, Matrix.diagonal_mul, Matrix.mul_diagonal]
  rcases p with i | a <;> rcases q with j | b <;>
    simp [generator, gapScaled] <;> ring

/-- The energy is stationary at `t = 0` along every virtual-occupied rotation. -/
theorem energy_stationary (eo : o → ℝ) (ev : v → ℝ) (X : Matrix v o ℝ) :
    HasDerivAt (energy eo ev X) 0 0 := by
  refine HasDerivAt.congr_deriv
    (hasDerivAt_rotated (occProj o v) (hamiltonian eo ev) (generator X) 0) ?_
  rw [commutator_eq]
  simp [occProj, fromBlocks_multiply, trace_fromBlocks, NormedSpace.exp_zero]

end

end EnergyStationary
```

Compiling this gives:

```
Main.lean:72:38: error(lean.unknownIdentifier): Unknown identifier `trace_fromBlocks`
Main.lean:68:39: error: unsolved goals
o : Type u_1
v : Type u_2
inst✝³ : Fintype o
inst✝² : DecidableEq o
inst✝¹ : Fintype v
inst✝ : DecidableEq v
eo : o → ℝ
ev : v → ℝ
X : Matrix v o ℝ
⊢ (fromBlocks 0 (gapScaled eo ev X)ᵀ 0 0).trace = 0
```

The first message says that Lean finds nothing called `trace_fromBlocks`, even with the `Matrix` namespace open. The second shows what `simp` left unproved without such a lemma. The exponentials and the product with the projector are gone, and what remains is the trace of a block matrix whose two diagonal blocks are zero. The goal is true, but `simp` had no rule for taking the trace of a `fromBlocks` matrix.

The repair replaces the missing name with two that do its work. Unfolding `trace` turns the trace into a sum of diagonal entries over `o ⊕ v`, and `Fintype.sum_sum_type` splits that into a sum over `o` and a sum over `v`. Each entry now lies in a known diagonal block, so `simp` evaluates it to zero and closes the goal.

Fix (accepted with no message):

```diff
@@ -70,5 +70,5 @@
     (hasDerivAt_rotated (occProj o v) (hamiltonian eo ev) (generator X) 0) ?_
   rw [commutator_eq]
-  simp [occProj, fromBlocks_multiply, trace_fromBlocks, NormedSpace.exp_zero]
+  simp [occProj, fromBlocks_multiply, trace, Fintype.sum_sum_type, NormedSpace.exp_zero]
 
 end
```
